# On a finite grid of qubits, the product of Pauli X along any row anticommutes with the product of Pauli Z along any column

Qubits sit on the sites of a finite rectangular grid, and a state is any complex-valued function of the bit configurations, with no normalisation required. The theorem `rowX_mul_colZ` says that the product of Pauli X over row `i` and the product of Pauli Z over column `j` anticommute as linear operators, for every `i` and `j`. No Hamiltonian enters the statement. The proof specialises `xString_mul_zString`, which gives a factor of -1 for each site that an X-string and a Z-string share. It then has to show that a row and a column share exactly one site, and to turn the resulting scalar -1 into a minus sign.

As first written in Lean, the proof fails:

```lean
import Mathlib

open Module

namespace CompassModel

noncomputable section

/-- State vectors of qubits on the sites `ι`: a complex amplitude for each bit configuration. -/
abbrev QubitState (ι : Type*) := (ι → Bool) → ℂ

/-- The eigenvalue of Pauli Z on a basis state of one qubit. -/
def spin (b : Bool) : ℂ := if b then -1 else 1

section Strings

variable {ι : Type*} [DecidableEq ι]

/-- The X-string on `S`, which flips every qubit in `S`. -/
def xString (S : Finset ι) : End ℂ (QubitState ι) where
  toFun ψ c := ψ (fun t => if t ∈ S then !c t else c t)
  map_add' _ _ := rfl
  map_smul' _ _ := rfl

/-- The Z-string on `T`, which multiplies each amplitude by the signs of the qubits in `T`. -/
def zString (T : Finset ι) : End ℂ (QubitState ι) where
  toFun ψ c := (∏ t ∈ T, spin (c t)) * ψ c
  map_add' ψ φ := by
    funext c
    simp only [Pi.add_apply]
    ring
  map_smul' a ψ := by
    funext c
    simp only [Pi.smul_apply, smul_eq_mul, RingHom.id_apply]
    ring

/-- Exchanging an X-string and a Z-string gives one factor -1 for each site they share. -/
theorem xString_mul_zString (S T : Finset ι) :
    xString S * zString T = (-1 : ℂ) ^ (T ∩ S).card • (zString T * xString S) := by
  refine LinearMap.ext fun ψ => funext fun c => ?_
  -- each flipped qubit of `T` reverses one sign
  have hsgn : ∏ t ∈ T, spin (if t ∈ S then !c t else c t)
      = (-1 : ℂ) ^ (T ∩ S).card * ∏ t ∈ T, spin (c t) := by
    rw [← Finset.filter_mem_eq_inter, ← Finset.prod_const, Finset.prod_filter,
      ← Finset.prod_mul_distrib]
    refine Finset.prod_congr rfl fun t _ => ?_
    by_cases h : t ∈ S <;> cases hc : c t <;> simp [h, spin]
  simp only [End.mul_apply, LinearMap.smul_apply, Pi.smul_apply, smul_eq_mul, xString, zString,
    LinearMap.coe_mk, AddHom.coe_mk]
  rw [hsgn, mul_assoc]

end Strings

variable {R C : Type*} [Fintype R] [Fintype C] [DecidableEq R] [DecidableEq C]

/-- The row product: Pauli X on all sites `(i, j)` with `i` fixed. -/
abbrev rowX (i : R) : End ℂ (QubitState (R × C)) := xString ({i} ×ˢ Finset.univ)

/-- The column product: Pauli Z on all sites `(i, j)` with `j` fixed. -/
abbrev colZ (j : C) : End ℂ (QubitState (R × C)) := zString (Finset.univ ×ˢ {j})

/-- Every row product of X anticommutes with every column product of Z. -/
theorem rowX_mul_colZ (i : R) (j : C) :
    rowX (C := C) i * colZ (R := R) j = -(colZ (R := R) j * rowX (C := C) i) := by
  have h := xString_mul_zString ({i} ×ˢ Finset.univ : Finset (R × C)) (Finset.univ ×ˢ {j})
  -- a row and a column cross at exactly one site
  have hc : (Finset.univ ×ˢ {j} : Finset (R × C)) ∩ ({i} ×ˢ Finset.univ) = {(i, j)} := by
    ext ⟨a, b⟩
    simp [and_comm]
  rw [hc, Finset.card_singleton, pow_one, neg_one_smul] at h
  exact h

end

end CompassModel
```

The compiler's answer:

```
Main.lean:67:87: error: unsolved goals
R : Type u_1
C : Type u_2
inst✝³ : Fintype R
inst✝² : Fintype C
inst✝¹ : DecidableEq R
inst✝ : DecidableEq C
i : R
j : C
h :
  xString ({i} ×ˢ Finset.univ) * zString (Finset.univ ×ˢ {j}) =
    (-1) ^ (Finset.univ ×ˢ {j} ∩ {i} ×ˢ Finset.univ).card •
      (zString (Finset.univ ×ˢ {j}) * xString ({i} ×ˢ Finset.univ))
a : R
b : C
⊢ i = a ∧ j = b ↔ a = i ∧ b = j
Main.lean:70:42: error: Tactic `rewrite` failed: Did not find an occurrence of the pattern
  -1 • ?x
in the target expression
  xString ({i} ×ˢ Finset.univ) * zString (Finset.univ ×ˢ {j}) =
    -1 • (zString (Finset.univ ×ˢ {j}) * xString ({i} ×ˢ Finset.univ))

R : Type u_1
C : Type u_2
inst✝³ : Fintype R
inst✝² : Fintype C
inst✝¹ : DecidableEq R
inst✝ : DecidableEq C
i : R
j : C
h :
  xString ({i} ×ˢ Finset.univ) * zString (Finset.univ ×ˢ {j}) =
    -1 • (zString (Finset.univ ×ˢ {j}) * xString ({i} ×ˢ Finset.univ))
hc : Finset.univ ×ˢ {j} ∩ {i} ×ˢ Finset.univ = {(i, j)}
⊢ rowX i * colZ j = -(colZ j * rowX i)
```

Lean accepts the file once it reads:

```diff
@@ -67,7 +67,10 @@
   have hc : (Finset.univ ×ˢ {j} : Finset (R × C)) ∩ ({i} ×ˢ Finset.univ) = {(i, j)} := by
     ext ⟨a, b⟩
-    simp [and_comm]
-  rw [hc, Finset.card_singleton, pow_one, neg_one_smul] at h
-  exact h
+    simp only [Finset.mem_inter, Finset.mem_product, Finset.mem_univ, Finset.mem_singleton,
+      Prod.mk.injEq]
+    tauto
+  rw [hc, Finset.card_singleton, pow_one] at h
+  refine h.trans (LinearMap.ext fun ψ => funext fun c => ?_)
+  exact neg_one_mul ((colZ (R := R) j * rowX (C := C) i) ψ c)
 
 end
```

What went wrong. The first error is in the proof that the row and column meet only at `(i, j)`. `simp` leaves `i = a ∧ j = b` on one side and `a = i ∧ b = j` on the other. These differ only in the direction of the equations, and `and_comm` swaps the parts of a conjunction, not the sides of an equality. The repair unfolds membership with named lemmas, which write the equations the same way round on both sides, and `tauto` does the remaining logic.

In the second error, `neg_one_smul` finds no match for `-1 • ?x`, although `h` visibly contains a term of that shape. The mismatch must therefore lie in something Lean does not print, such as the instance behind `•`; the message does not say what. The repair drops this rewrite. It chains `h` with a proof that the two operators agree on every state `ψ` at every configuration `c`. There the claim is about complex numbers, and `exact` accepts `neg_one_mul` because the two statements agree by definition.
